# For an invariant, positive semidefinite kernel, symmetry averaging never raises the Hartree energy

Put one electron on one of two equivalent sites. Let the on-site repulsion be 2 and the inter-site repulsion 1, in some unit of energy. The density is n = (1, 0), and its Hartree energy is

½ · 2 = 1.

For a single electron this is pure self-interaction, which exact exchange would cancel; here only the Hartree term is considered. Averaging over the swap of the two sites gives m = (½, ½). The potential of m is 3/2 on each site, so its energy is

½ · (½ · 3/2 + ½ · 3/2) = 3/4.

The missing 1/4 is the Hartree energy of the residual n − m = (½, −½). This residual produces the potential (½, −½), which sums to zero against the uniform density m. Since residual and average do not interact, their energies add up to that of n: 1 = 1/4 + 3/4.

## Splitting a density into its average and a residual

Let a finite group G act on the points i of a finite grid, and write g·i for the point to which g moves i. A density n assigns a real number n(i), the charge at that point, to each i. The Coulomb kernel K is a real symmetric matrix with K(g·i, g·j) = K(i, j) and x·Kx ≥ 0 for every x. The Hartree potential of n is Kn and its Hartree energy is E(n) = ½ n·Kn. The group average of a function f is

(Af)(i) = (1/|G|) Σ_g f(g·i),

and m = An. A function f is called invariant if f(g·i) = f(i) for all g and i.

**The average is invariant.** In (Af)(h·i) the sum runs over f(gh·i), and g ↦ gh only permutes the group.

**An invariant function does not see averaging.** If r is invariant, then for each g

Σ_i r(i) f(g·i) = Σ_i r(g·i) f(g·i) = Σ_i r(i) f(i),

because g permutes the grid. Averaging over g gives r·Af = r·f.

**The potential of the average is the average of the potential.** By the invariance of K and the same relabelling,

Σ_j K(i, j) n(g·j) = Σ_j K(g·i, g·j) n(g·j) = (Kn)(g·i),

and averaging over g gives Km = A(Kn). If a screened potential v is invariant, then Av = v, and so v − Km = A(v − Kn).

**The energies add.** Let r be an invariant reference density, and set d = n − m and s = m − r. Then s is invariant, and

s·Kd = s·Kn − s·A(Kn) = 0.

By symmetry of K also d·Ks = 0. Since n − r = d + s,

E(n − r) = E(n − m) + E(m − r).

The last term is nonnegative, so E(n − m) ≤ E(n − r): no invariant reference leaves a residual of lower energy than m does. For r = 0 the identity reads E(n) = E(n − m) + E(m), hence E(m) ≤ E(n).

**Equality.** E(m) = E(n) means d·Kd = 0. To see that this forces Kd = 0, take any x with x·Kx = 0 and put u = Kx, a = u·u and b = u·Ku ≥ 0. Symmetry gives x·Ku = u·Kx = a. Positivity for the density (b + 1)x − au then says

0 ≤ −2(b + 1)a² + a²b = −(b + 2)a²,

so a = 0 and Kx = 0. With x = d this is Km = Kn. Conversely, Km = Kn gives Kd = 0 and E(d) = 0. The energy is therefore unchanged exactly when the potential is.

When a norm-conserving pseudopotential is generated from an open-shell atom with a symmetrised reference density, the relation v − Km = A(v − Kn) describes the Hartree part of the unscreening. Here v is the screened pseudopotential and n is the valence pseudo-density before symmetrisation, not the full electron density of the atom; the model has a finite grid and a finite group instead of all rotations. Kinetic energy, exchange and correlation are absent, so nothing follows about the total energy.

## Grid, average, energy and unscreening in Lean

The type `ι` is the set of grid points, and `MulAction G ι` is the action of the symmetry group on them.

```lean
import Mathlib

open Matrix

namespace SphericalReferenceUnscreening

noncomputable section

variable {ι : Type*} [Fintype ι]
variable (G : Type*) [Group G] [Fintype G] [MulAction G ι]
```

A density is a function `ι → ℝ`. No sign condition is placed on it, which lets the same definitions serve for residuals. The average evaluates the function at the moved point `g • i`.

```lean
/-- The average of a grid function over all symmetry operations of the finite group `G`. -/
def groupAverage {ι : Type*} [MulAction G ι] (n : ι → ℝ) (i : ι) : ℝ :=
  (∑ g : G, n (g • i)) / (Fintype.card G : ℝ)
```

In the energy, `K *ᵥ n` is the Hartree potential and `⬝ᵥ` is the plain sum over grid points. Quadrature weights are thus taken to be absorbed into n, and the factor ½ is the usual one against double counting.

```lean
/-- The Hartree energy `n·Kn/2` of a density `n` on the grid with Coulomb kernel `K`. -/
def hartreeEnergy (K : Matrix ι ι ℝ) (n : ι → ℝ) : ℝ :=
  1 / 2 * (n ⬝ᵥ K *ᵥ n)
```

Unscreening subtracts only the Hartree potential. The screened potential `v` is a given function, not the outcome of a self-consistent calculation.

```lean
/-- Hartree unscreening: the Hartree potential `Kn` of the reference density `n` is subtracted
from the screened potential `v`. -/
def unscreen (K : Matrix ι ι ℝ) (v n : ι → ℝ) : ι → ℝ :=
  v - K *ᵥ n
```

## Averaging and the Hartree potential

The first lemma is the substitution g ↦ gh, carried out by `Equiv.sum_comp` with `Equiv.mulRight h`.

```lean
omit [Fintype ι] in
/-- The group average of a density is invariant under every symmetry operation. -/
theorem groupAverage_invariant (n : ι → ℝ) (h : G) (i : ι) :
    groupAverage G n (h • i) = groupAverage G n i := by
  have e : ∑ g : G, n (g • h • i) = ∑ g : G, n (g • i) :=
    (Finset.sum_congr rfl fun g _ => by
      simp only [Equiv.coe_mulRight, mul_smul]).trans
      (Equiv.sum_comp (Equiv.mulRight h) (fun g : G => n (g • i)))
  simp only [groupAverage, e]
```

The next lemma is r·Af = r·f. Its inner statement `h` relabels the grid points for one fixed g; the `calc` block then exchanges the two sums and divides |G| equal terms by |G|.

```lean
/-- The integral of an invariant function `r` against `f` is unchanged when `f` is replaced by
its group average. -/
theorem dotProduct_groupAverage (r f : ι → ℝ) (hr : ∀ (g : G) i, r (g • i) = r i) :
    r ⬝ᵥ groupAverage G f = r ⬝ᵥ f := by
  have hc : (Fintype.card G : ℝ) ≠ 0 := Nat.cast_ne_zero.mpr Fintype.card_ne_zero
  -- relabel the grid points by the symmetry operation
  have h : ∀ g : G, ∑ i, r i * f (g • i) = ∑ i, r i * f i := fun g =>
    (Finset.sum_congr rfl fun i _ => by
      simp only [MulAction.toPerm_apply, hr]).trans
      (Equiv.sum_comp (MulAction.toPerm g) (fun i => r i * f i))
  simp only [dotProduct, groupAverage]
  calc ∑ i, r i * ((∑ g : G, f (g • i)) / (Fintype.card G : ℝ))
      = (∑ g : G, ∑ i, r i * f (g • i)) / (Fintype.card G : ℝ) := by
        rw [Finset.sum_comm, Finset.sum_div]
        refine Finset.sum_congr rfl fun i _ => ?_
        rw [← Finset.mul_sum, mul_div_assoc]
    _ = ∑ i, r i * f i := by
        simp only [h, Finset.sum_const, Finset.card_univ, nsmul_eq_mul]
        exact mul_div_cancel_left₀ _ hc
```

The hypothesis `hG` says that the repulsion between two points is unchanged when both are moved by the same operation. With it, `h` turns the row of K at `g • i` into the row at `i`, as in the derivation.

```lean
/-- For an invariant Coulomb kernel, the Hartree potential of the averaged density is the
average of the Hartree potential. -/
theorem hartreePotential_groupAverage (K : Matrix ι ι ℝ)
    (hG : ∀ (g : G) i j, K (g • i) (g • j) = K i j) (n : ι → ℝ) :
    K *ᵥ groupAverage G n = groupAverage G (K *ᵥ n) := by
  ext i
  have h : ∀ g : G, ∑ j, K (g • i) j * n j = ∑ j, K i j * n (g • j) := fun g =>
    (Equiv.sum_comp (MulAction.toPerm g) (fun j => K (g • i) j * n j)).symm.trans
      (Finset.sum_congr rfl fun j _ => by simp only [MulAction.toPerm_apply, hG])
  simp only [Matrix.mulVec, dotProduct, groupAverage, h]
  rw [Finset.sum_comm, Finset.sum_div]
  refine Finset.sum_congr rfl fun j _ => ?_
  rw [← Finset.mul_sum, mul_div_assoc]
```

For unscreening, `hv` requires the screened potential to be invariant as well. The proof inserts Km = A(Kn) and uses that v is its own average.

```lean
/-- For an invariant kernel and an invariant screened potential, unscreening with the averaged
density gives the average of the potential unscreened with the original density. -/
theorem unscreen_groupAverage (K : Matrix ι ι ℝ)
    (hG : ∀ (g : G) i j, K (g • i) (g • j) = K i j) (v n : ι → ℝ)
    (hv : ∀ (g : G) i, v (g • i) = v i) :
    unscreen K v (groupAverage G n) = groupAverage G (unscreen K v n) := by
  have hc : (Fintype.card G : ℝ) ≠ 0 := Nat.cast_ne_zero.mpr Fintype.card_ne_zero
  unfold unscreen
  rw [hartreePotential_groupAverage G K hG]
  ext i
  simp only [Pi.sub_apply, groupAverage, hv, Finset.sum_sub_distrib, Finset.sum_const,
    Finset.card_univ, nsmul_eq_mul]
  rw [sub_div, mul_div_cancel_left₀ _ hc]
```

## The residual and the best invariant reference

Symmetry of K, written `K.IsSymm`, states that the interaction of two charge distributions is mutual.

```lean
/-- For a symmetric kernel, the electrostatic interaction of two densities does not depend on
which of them is the source. -/
theorem interaction_comm (K : Matrix ι ι ℝ) (hK : K.IsSymm) (x y : ι → ℝ) :
    x ⬝ᵥ K *ᵥ y = y ⬝ᵥ K *ᵥ x := by
  rw [Matrix.dotProduct_mulVec, ← Matrix.mulVec_transpose, hK.eq, dotProduct_comm]
```

In the energy identity, `h0` is s·Kd = 0 and `h1` is d·Ks = 0. After n − r has been rewritten as d + s, the product is expanded, the two cross terms vanish, and `ring` collects the rest.

```lean
/-- For a symmetric invariant kernel and an invariant reference `r`, the Hartree energy of
`n - r` is that of `n` minus its average plus that of the average minus `r`. -/
theorem hartreeEnergy_sub_reference (K : Matrix ι ι ℝ) (hK : K.IsSymm)
    (hG : ∀ (g : G) i j, K (g • i) (g • j) = K i j) (n r : ι → ℝ)
    (hr : ∀ (g : G) i, r (g • i) = r i) :
    hartreeEnergy K (n - r) =
      hartreeEnergy K (n - groupAverage G n) + hartreeEnergy K (groupAverage G n - r) := by
  -- the residual does not interact with an invariant density
  have h0 : (groupAverage G n - r) ⬝ᵥ K *ᵥ (n - groupAverage G n) = 0 := by
    rw [Matrix.mulVec_sub, dotProduct_sub, hartreePotential_groupAverage G K hG,
      dotProduct_groupAverage G _ _ (fun g i => by
        simp only [Pi.sub_apply, groupAverage_invariant, hr]), sub_self]
  have h1 := (interaction_comm K hK (n - groupAverage G n) (groupAverage G n - r)).trans h0
  have e : n - r = (n - groupAverage G n) + (groupAverage G n - r) := by abel
  unfold hartreeEnergy
  rw [e, Matrix.mulVec_add, add_dotProduct, dotProduct_add, dotProduct_add, h0, h1]
  ring
```

Positivity enters as `hpos`. It stands for the physical property that no charge distribution, whatever its signs, has negative electrostatic self-energy; the continuum Coulomb interaction has this property, and for a discretised kernel it is assumed here. The competing references `r` need only be invariant and may carry any total charge. The theorem says that none of them does better than the average, and leaves open whether another does equally well.

```lean
/-- For a symmetric, invariant, positive semidefinite kernel, no invariant reference `r` leaves
a residual `n - r` of lower Hartree energy than the group average of `n` does. -/
theorem groupAverage_best_reference (K : Matrix ι ι ℝ) (hK : K.IsSymm)
    (hG : ∀ (g : G) i j, K (g • i) (g • j) = K i j) (hpos : ∀ x, 0 ≤ x ⬝ᵥ K *ᵥ x)
    (n r : ι → ℝ) (hr : ∀ (g : G) i, r (g • i) = r i) :
    hartreeEnergy K (n - groupAverage G n) ≤ hartreeEnergy K (n - r) := by
  have h := hartreeEnergy_sub_reference G K hK hG n r hr
  have hp : 0 ≤ hartreeEnergy K (groupAverage G n - r) :=
    mul_nonneg (by norm_num) (hpos _)
  linarith
```

## When the energy stays the same

The lemma for the equality case follows the test density (b + 1)x − au. The two `obtain` lines name the numbers a and b, `simp only` expands the quadratic form, and `nlinarith` derives the contradiction from a ≠ 0.

```lean
/-- For a symmetric positive semidefinite kernel, a density without electrostatic self-energy
has zero Hartree potential. -/
theorem hartreePotential_eq_zero (K : Matrix ι ι ℝ) (hK : K.IsSymm)
    (hpos : ∀ x, 0 ≤ x ⬝ᵥ K *ᵥ x) (x : ι → ℝ) (hx : x ⬝ᵥ K *ᵥ x = 0) : K *ᵥ x = 0 := by
  obtain ⟨a, ha⟩ : ∃ a, a = (K *ᵥ x) ⬝ᵥ (K *ᵥ x) := ⟨_, rfl⟩
  obtain ⟨b, hb⟩ : ∃ b, b = (K *ᵥ x) ⬝ᵥ K *ᵥ (K *ᵥ x) := ⟨_, rfl⟩
  have hb0 : 0 ≤ b := by rw [hb]; exact hpos _
  -- test positivity on a density shifted along the potential
  have h := hpos ((b + 1) • x - a • (K *ᵥ x))
  simp only [Matrix.mulVec_sub, Matrix.mulVec_smul, sub_dotProduct, dotProduct_sub,
    smul_dotProduct, dotProduct_smul, smul_eq_mul] at h
  rw [hx, interaction_comm K hK x (K *ᵥ x), ← ha, ← hb] at h
  have ha0 : a = 0 := by
    by_contra hne
    have : 0 < a ^ 2 := by positivity
    nlinarith [mul_nonneg (sq_nonneg a) hb0]
  exact dotProduct_self_eq_zero.mp (ha.symm.trans ha0)
```

The main theorem joins the inequality and the equality criterion. Its `h` is the energy identity at r = 0, from which `linarith` obtains the inequality. In the forward direction of the equivalence, equal energies make the self-energy of the residual vanish, and the preceding lemma turns this into equal potentials. In the backward direction, equal potentials make `hd` say that the residual has zero energy.

The criterion compares potentials, not densities. If K is singular, n and m may differ by a distribution that produces no potential; if K is positive definite, equal energies mean n = m.

```lean
/-- For a symmetric, invariant, positive semidefinite kernel, averaging a density never raises
its Hartree energy, and leaves it unchanged exactly when the Hartree potential is unchanged. -/
theorem hartreeEnergy_groupAverage_le (K : Matrix ι ι ℝ) (hK : K.IsSymm)
    (hG : ∀ (g : G) i j, K (g • i) (g • j) = K i j) (hpos : ∀ x, 0 ≤ x ⬝ᵥ K *ᵥ x)
    (n : ι → ℝ) :
    hartreeEnergy K (groupAverage G n) ≤ hartreeEnergy K n ∧
      (hartreeEnergy K (groupAverage G n) = hartreeEnergy K n ↔
        K *ᵥ groupAverage G n = K *ᵥ n) := by
  -- the zero density as invariant reference
  have h := hartreeEnergy_sub_reference G K hK hG n 0 (fun _ _ => rfl)
  rw [sub_zero, sub_zero] at h
  have hp := hpos (n - groupAverage G n)
  have hd : hartreeEnergy K (n - groupAverage G n) =
    1 / 2 * ((n - groupAverage G n) ⬝ᵥ K *ᵥ (n - groupAverage G n)) := rfl
  refine ⟨by linarith, fun he => ?_, fun he => ?_⟩
  · have hz := hartreePotential_eq_zero K hK hpos (n - groupAverage G n) (by linarith)
    rw [Matrix.mulVec_sub] at hz
    exact (sub_eq_zero.mp hz).symm
  · rw [Matrix.mulVec_sub, he, sub_self, dotProduct_zero] at hd
    linarith
```

## The two-site open shell

The opening example is now written as a matrix on `Fin 2`.

```lean
/-- A two-site kernel with on-site repulsion 2 and inter-site repulsion 1. -/
def twoSiteKernel : Matrix (Fin 2) (Fin 2) ℝ :=
  fun i j => if i = j then 2 else 1
```

The group is `Equiv.Perm (Fin 2)`, which contains the identity and the exchange of the sites. The theorem confirms that this kernel satisfies all three conditions of the main theorem and that the energy falls from 1 to 3/4. Positivity follows from

x·Kx = (x₀ + x₁)² + x₀² + x₁²,

whose three squares are the hints given to `nlinarith`. The auxiliary statement `havg` computes the average (½, ½) by listing both permutations, and `norm_num` evaluates the energies.

```lean
/-- The two-site kernel is symmetric, invariant under site permutations and positive
semidefinite; averaging one electron on one site lowers its Hartree energy from 1 to 3/4. -/
theorem twoSiteKernel_witness :
    twoSiteKernel.IsSymm ∧
    (∀ (g : Equiv.Perm (Fin 2)) i j, twoSiteKernel (g • i) (g • j) = twoSiteKernel i j) ∧
    (∀ x, 0 ≤ x ⬝ᵥ twoSiteKernel *ᵥ x) ∧
    hartreeEnergy twoSiteKernel ![1, 0] = 1 ∧
    hartreeEnergy twoSiteKernel (groupAverage (Equiv.Perm (Fin 2)) ![1, 0]) = 3 / 4 := by
  have hu : (Finset.univ : Finset (Equiv.Perm (Fin 2))) = {1, Equiv.swap 0 1} := by decide
  have hne : (1 : Equiv.Perm (Fin 2)) ≠ Equiv.swap 0 1 := by decide
  have havg : groupAverage (Equiv.Perm (Fin 2)) ![(1 : ℝ), 0] = ![1 / 2, 1 / 2] := by
    ext i
    simp only [groupAverage]
    rw [hu, Finset.sum_pair hne, Fintype.card_perm]
    fin_cases i <;> norm_num [Nat.factorial, Equiv.Perm.smul_def]
  refine ⟨?_, ?_, ?_, ?_, ?_⟩
  · ext i j
    simp only [Matrix.transpose_apply, twoSiteKernel, eq_comm]
  · intro g i j
    simp [twoSiteKernel]
  · intro x
    simp [twoSiteKernel, Matrix.mulVec, dotProduct, Fin.sum_univ_two]
    nlinarith [sq_nonneg (x 0 + x 1), sq_nonneg (x 0), sq_nonneg (x 1)]
  · norm_num [hartreeEnergy, twoSiteKernel, Matrix.mulVec, dotProduct, Fin.sum_univ_two]
  · rw [havg]
    norm_num [hartreeEnergy, twoSiteKernel, Matrix.mulVec, dotProduct, Fin.sum_univ_two]

end

end SphericalReferenceUnscreening
```

```lean
#print axioms SphericalReferenceUnscreening.unscreen_groupAverage
#print axioms SphericalReferenceUnscreening.groupAverage_best_reference
#print axioms SphericalReferenceUnscreening.hartreeEnergy_groupAverage_le
```

```
'SphericalReferenceUnscreening.unscreen_groupAverage' depends on axioms: [propext, Classical.choice, Quot.sound]
'SphericalReferenceUnscreening.groupAverage_best_reference' depends on axioms: [propext, Classical.choice, Quot.sound]
'SphericalReferenceUnscreening.hartreeEnergy_groupAverage_le' depends on axioms: [propext, Classical.choice, Quot.sound]
```
